# The linear response expanded in the exchange-correlation kernel around the RPA, with its exact remainder

Apply a weak potential to a molecule or a solid and the electron density shifts. The shifted charge produces a potential of its own, which shifts the density again. The random-phase approximation (RPA) keeps only the Coulomb part of this feedback, while time-dependent density-functional theory adds an exchange-correlation part. Once the RPA response is known, how does the full response follow from it, and what is lost if the exchange-correlation kernel is kept only to finite order?

Write X for the response of the non-interacting reference electrons, v for the Coulomb kernel, f for the exchange-correlation kernel, R for the RPA response and C for the full response, all at one fixed frequency. If 1 − Xv is invertible, then for every natural number n

C = Σ_{k<n} (Rf)^k R + (Rf)^n C.

This is an identity, with no assumption that f is small.

## Responses as elements of a ring

```lean
import Mathlib

open Finset Filter Topology

namespace RPAKernelExpansion
```

The first line loads the mathematical library Mathlib. The second gives short names to finite sums and limits, and the third opens a namespace for the results.

```lean
/-- The Dyson equation `Y = X + X w Y` for the response `Y` built from the reference
response `X` and the interaction kernel `w`. -/
def IsResponse {A : Type*} [Ring A] (X w Y : A) : Prop :=
  Y = X + X * w * Y
```

`IsResponse X w Y` is the statement that Y solves the Dyson equation

Y = X + XwY.

Reading from the right, the response Y produces a density, w turns it into an induced potential, and X responds to that potential. The RPA equation is `IsResponse X v R`, and the full one is `IsResponse X (v + f) C`.

The bracket `[Ring A]` says that the symbols can be added, subtracted and multiplied, but need not commute. Square matrices in a finite basis are the main example. Continuum operators are included only if they are set up so that all of them lie in one ring. The kernel f is given; nothing here derives it or tests its quality.

## The RPA response as the new reference

```lean
section Algebra

variable {A : Type*} [Ring A] {X v f R C : A}

/-- If `1 - X v` is invertible, the full response obeys a Dyson equation whose reference is
the RPA response and whose kernel is the exchange-correlation kernel alone. -/
theorem response_from_rpa (hu : IsUnit (1 - X * v)) (hR : IsResponse X v R)
    (hC : IsResponse X (v + f) C) : IsResponse R f C := by
  have hR' : R = X + X * v * R := hR
  have hC' : C = X + X * (v + f) * C := hC
  -- compare both sides after multiplication by the invertible factor
  have key : (1 - X * v) * C = (1 - X * v) * (R + R * f * C) := by
    linear_combination (norm := noncomm_ring) hC' - hR' - hR' * (f * C)
  exact hu.mul_left_cancel key
```

In a Lean theorem the hypotheses stand before the final colon and the conclusion after it. Here `hu` says that 1 − Xv has a two-sided inverse, and `hR` and `hC` are the two Dyson equations. Physically, `hu` excludes a frequency at which the RPA system could sustain a density oscillation without a driving field. The conclusion is

C = R + RfC.

By hand, move the Coulomb terms to the left in both equations:

(1 − Xv)R = X,
(1 − Xv)C = X + XfC.

The first equation then gives

(1 − Xv)(R + RfC) = X + XfC = (1 − Xv)C,

and cancelling the invertible factor on the left proves the claim.

In the proof, `key` is this last equality. The tactic `linear_combination` obtains it from the full equation by subtracting the RPA equation, and then the RPA equation multiplied on the right by fC. `noncomm_ring` checks the expansion without exchanging factors, and `mul_left_cancel` does the cancellation.

```lean
/-- Conversely, a solution of the Dyson equation with the RPA response as reference and
kernel `f` solves the full Dyson equation with kernel `v + f`. -/
theorem full_response_of_rpa (hR : IsResponse X v R) (hC : IsResponse R f C) :
    IsResponse X (v + f) C := by
  have hR' : R = X + X * v * R := hR
  have hC' : C = R + R * f * C := hC
  have key : C = X + X * (v + f) * C := by
    linear_combination (norm := noncomm_ring) (1 - X * v) * hC' + hR' + hR' * (f * C)
  exact key
```

The converse starts from C = R + RfC. Multiplying by 1 − Xv and using (1 − Xv)R = X gives

(1 − Xv)C = X + XfC,

which is the full Dyson equation after XvC is moved to the right. Nothing is cancelled, so invertibility is not among the hypotheses. The proof is again a single linear combination.

## Iteration to any order

```lean
/-- Iterating a Dyson equation `n` times gives `n` terms of its series and an exact
remainder. -/
theorem iterate_dyson (h : IsResponse R f C) (n : ℕ) :
    C = ∑ k ∈ range n, (R * f) ^ k * R + (R * f) ^ n * C := by
  have h' : C = R + R * f * C := h
  induction n with
  | zero => simp
  | succ n ih =>
    -- insert the Dyson equation once more into the remainder
    have step : (R * f) ^ n * C = (R * f) ^ n * R + (R * f) ^ (n + 1) * C := by
      calc (R * f) ^ n * C = (R * f) ^ n * (R + R * f * C) :=
            congrArg (fun Y => (R * f) ^ n * Y) h'
        _ = (R * f) ^ n * R + (R * f) ^ (n + 1) * C := by
            rw [mul_add, pow_succ, mul_assoc ((R * f) ^ n)]
    rw [Finset.sum_range_succ, add_assoc, ← step]
    exact ih
```

This theorem needs only C = R + RfC. `range n` contains 0, 1, …, n − 1, so the sum has n terms.

For n = 0 the sum is empty and the formula reads C = C. Suppose that it holds for n. Inserting the Dyson equation into the remainder gives

(Rf)^n C = (Rf)^n (R + RfC) = (Rf)^n R + (Rf)^(n+1) C.

The first term on the right is the next term of the sum and the second is the new remainder, so the formula holds for n + 1. In Lean, `induction` separates the two cases, `step` is the displayed equation, and `ih` is the formula assumed for n.

```lean
/-- If `1 - X v` is invertible, the full response equals the first `n` terms of its expansion in the
exchange-correlation kernel around the RPA response, plus the remainder `(R f)^n C`. -/
theorem response_expansion (hu : IsUnit (1 - X * v)) (hR : IsResponse X v R)
    (hC : IsResponse X (v + f) C) (n : ℕ) :
    C = ∑ k ∈ range n, (R * f) ^ k * R + (R * f) ^ n * C :=
  iterate_dyson (response_from_rpa hu hR hC) n

end Algebra
```

The expansion combines the two previous results: `response_from_rpa` supplies the reduced equation and `iterate_dyson` iterates it. At n = 1 it returns C = R + RfC. If f = 0, that equation becomes C = R, as it should when the exchange-correlation feedback is switched off.

## The trace that enters the correlation energy

```lean
/-- For matrix responses with `1 - X v` invertible, the trace of `v` times the difference between
the full and the RPA response is a sum of the traces of `v (R f)^(k+1) R` for `k < n`, plus an exact
remainder. -/
theorem interaction_trace_beyond_rpa {ι K : Type*} [Fintype ι] [DecidableEq ι] [CommRing K]
    {X v f R C : Matrix ι ι K} (hu : IsUnit (1 - X * v)) (hR : IsResponse X v R)
    (hC : IsResponse X (v + f) C) (n : ℕ) :
    Matrix.trace (v * (C - R)) =
      ∑ k ∈ range n, Matrix.trace (v * ((R * f) ^ (k + 1) * R))
        + Matrix.trace (v * ((R * f) ^ (n + 1) * C)) := by
  have h := response_expansion hu hR hC (n + 1)
  rw [Finset.sum_range_succ', pow_zero, one_mul] at h
  -- the zeroth term is the RPA response itself
  have h2 : C - R = ∑ k ∈ range n, (R * f) ^ (k + 1) * R + (R * f) ^ (n + 1) * C :=
    sub_eq_iff_eq_add.mpr (h.trans (add_right_comm _ _ _))
  rw [h2, mul_add, Finset.mul_sum, Matrix.trace_add, Matrix.trace_sum]
```

Now the responses and kernels are square matrices with a finite index set `ι` and entries in a commutative ring `K`, such as the real or complex numbers. The theorem states

Tr[v(C − R)] = Σ_{k<n} Tr[v(Rf)^(k+1) R] + Tr[v(Rf)^(n+1) C].

To derive it, use the expansion with n + 1 terms. Its zeroth term is R; subtract it, multiply by v from the left and take the trace, which is linear. `sum_range_succ'` splits off the zeroth term, and this is why the remaining powers are k + 1.

In the adiabatic-connection formula for the correlation energy, traces of this kind are integrated over frequency and coupling strength. For a finite basis and a given kernel, the theorem resolves the beyond-RPA part of the integrand at full coupling and one frequency; it does not treat the integrals.

## Truncation error and convergence

```lean
section Convergence

variable {A : Type*} [NormedRing A] {X v f R C : A}

/-- If `1 - X v` is invertible, the error of the expansion truncated after `n` terms is at most `‖R
f‖^n ‖C‖`. -/
theorem truncation_error (hu : IsUnit (1 - X * v)) (hR : IsResponse X v R)
    (hC : IsResponse X (v + f) C) (n : ℕ) :
    ‖C - ∑ k ∈ range n, (R * f) ^ k * R‖ ≤ ‖R * f‖ ^ n * ‖C‖ := by
  have bound : ∀ m : ℕ, ‖(R * f) ^ m * C‖ ≤ ‖R * f‖ ^ m * ‖C‖ := by
    intro m
    induction m with
    | zero => simp
    | succ m ih =>
      rw [pow_succ', pow_succ', mul_assoc (R * f), mul_assoc ‖R * f‖]
      exact (norm_mul_le _ _).trans (mul_le_mul_of_nonneg_left ih (norm_nonneg _))
  have h : C - ∑ k ∈ range n, (R * f) ^ k * R = (R * f) ^ n * C :=
    sub_eq_iff_eq_add.mpr ((response_expansion hu hR hC n).trans (add_comm _ _))
  rw [h]
  exact bound n
```

A `NormedRing` has a norm with ‖ab‖ ≤ ‖a‖‖b‖. By the expansion, the error after n terms is exactly (Rf)^n C. Applying the norm inequality once for each factor Rf gives

‖C − Σ_{k<n} (Rf)^k R‖ ≤ ‖Rf‖^n ‖C‖.

The inner statement `bound` carries out this repeated estimate by induction, and `h` identifies the error with the remainder.

```lean
/-- If `1 - X v` is invertible and `‖R f‖ < 1`, the expansion around the RPA response converges to
the full response. -/
theorem expansion_converges (hu : IsUnit (1 - X * v)) (hR : IsResponse X v R)
    (hC : IsResponse X (v + f) C) (hf : ‖R * f‖ < 1) :
    Tendsto (fun n : ℕ => ∑ k ∈ range n, (R * f) ^ k * R) atTop (𝓝 C) := by
  rw [tendsto_iff_norm_sub_tendsto_zero]
  have hlim : Tendsto (fun n : ℕ => ‖R * f‖ ^ n * ‖C‖) atTop (𝓝 0) := by
    simpa using (tendsto_pow_atTop_nhds_zero_of_lt_one (norm_nonneg _) hf).mul_const ‖C‖
  refine squeeze_zero (fun n => norm_nonneg _) (fun n => ?_) hlim
  rw [norm_sub_rev]
  exact truncation_error hu hR hC n

end Convergence
```

If ‖Rf‖ < 1, the right-hand side of the bound tends to zero, and the partial sums converge to C. `Tendsto … atTop (𝓝 C)` is Lean's form of "tends to C as n → ∞", and `squeeze_zero` traps the error between zero and the bound. The condition is sufficient and depends on the chosen norm. It concerns the product Rf, so a small f alone does not ensure it if the RPA response is large.

## Two sites with explicit numbers

```lean
/-- Bare response `diag(-1, -2)` of a two-site model. -/
def bare : Matrix (Fin 2) (Fin 2) ℚ := !![-1, 0; 0, -2]
```

The notation `!![-1, 0; 0, -2]` lists a matrix by rows. In this model the bare response is chosen diagonal, so that without interaction each site responds only to its own potential, and the negative signs mean that a repulsive potential lowers the density.

```lean
/-- Coulomb kernel of the two-site model, with all entries equal to one. -/
def coulomb : Matrix (Fin 2) (Fin 2) ℚ := !![1, 1; 1, 1]
```

The Coulomb kernel is idealised: charge on either site raises the potential equally on both.

```lean
/-- Exchange-correlation kernel of the two-site model, acting on the first site only. -/
def xc : Matrix (Fin 2) (Fin 2) ℚ := !![-1, 0; 0, 0]
```

The exchange-correlation kernel is attractive and acts on the first site only. It does not commute with the Coulomb kernel.

```lean
/-- The two-site model has an invertible `1 - X v`, and the displayed matrices solve its RPA
and full Dyson equations. -/
theorem response_expansion_witness :
    IsUnit (1 - bare * coulomb) ∧
      IsResponse bare coulomb !![-3/4, 1/2; 1/2, -1] ∧
      IsResponse bare (coulomb + xc) !![-3, 2; 2, -2] := by
  refine ⟨?_, ?_, ?_⟩
  · rw [Matrix.isUnit_iff_isUnit_det, isUnit_iff_ne_zero, Matrix.det_fin_two]
    norm_num [bare, coulomb, Matrix.mul_apply, Fin.sum_univ_succ]
  · unfold IsResponse
    ext i j
    fin_cases i <;> fin_cases j <;>
      norm_num [bare, coulomb, Matrix.mul_apply, Fin.sum_univ_succ]
  · unfold IsResponse
    ext i j
    fin_cases i <;> fin_cases j <;>
      norm_num [bare, coulomb, xc, Matrix.mul_apply, Fin.sum_univ_succ]

end RPAKernelExpansion
```

The theorem confirms that these matrices satisfy all the hypotheses of the expansion with a nonzero f. The determinant settles invertibility, and the two Dyson equations are checked entry by entry. The model is an algebraic example, not a closed molecule: a uniform potential changes its total charge.

By hand, with matrices written row by row,

1 − Xv = [2, 1; 2, 3], with determinant 4,
R = (1 − Xv)⁻¹X = [−3/4, 1/2; 1/2, −1],
1 − X(v + f) = [1, 1; 2, 3], with determinant 1,
C = [−3, 2; 2, −2].

The product that controls the expansion is

Rf = [3/4, 0; −1/2, 0].

For n = 1 the remainder is

RfC = [−9/4, 3/2; 3/2, −1],

and adding R gives C. Since (Rf)² = (3/4)Rf, each further order reduces the remainder by a factor 3/4. The upper left entry of the series is therefore

−(3/4)(1 + 3/4 + (3/4)² + …) = −3,

in agreement with C. Because every entry of v is one, Tr[v(C − R)] is the sum of the entries of C − R, which is −1 − (−3/4) = −1/4. The entries of RfC have the same sum, as the trace formula requires at n = 0.

```lean
#print axioms RPAKernelExpansion.full_response_of_rpa
-- 'RPAKernelExpansion.full_response_of_rpa' depends on axioms: [propext]
#print axioms RPAKernelExpansion.response_expansion
-- 'RPAKernelExpansion.response_expansion' depends on axioms: [propext, Classical.choice, Quot.sound]
#print axioms RPAKernelExpansion.interaction_trace_beyond_rpa
-- 'RPAKernelExpansion.interaction_trace_beyond_rpa' depends on axioms: [propext, Classical.choice, Quot.sound]
#print axioms RPAKernelExpansion.expansion_converges
-- 'RPAKernelExpansion.expansion_converges' depends on axioms: [propext, Classical.choice, Quot.sound]
```
